# Berry curvature and orbital moment of a nondegenerate band as sums over states, up to prefactors, in a finite matrix model

When I diagonalize a Bloch Hamiltonian at two neighbouring $k$ points, each eigenvector comes back with an arbitrary phase. Their difference quotient is then no derivative, and a Berry curvature built from it is meaningless. Sums over states need the eigenvectors at one point only. Let $H(x,y)$ be Hermitian with normalized eigenvector $u$, and let $\psi_m$, $\varepsilon_m$ be the eigenbasis and energies at the point, with $u=\psi_n$ nondegenerate. With $w_m=\langle\psi_n,H_x\psi_m\rangle\langle\psi_m,H_y\psi_n\rangle$ and subscripts $x,y$ for derivatives, the claim is

$$\mathrm{Im}\langle u_x,u_y\rangle=\mathrm{Im}\sum_{m\ne n}\frac{w_m}{(\varepsilon_n-\varepsilon_m)^2},\qquad \mathrm{Im}\langle u_x,(H-\varepsilon_n)u_y\rangle=\mathrm{Im}\sum_{m\ne n}\frac{w_m}{\varepsilon_m-\varepsilon_n}.$$

Can this be made rigorous and machine-checked?

## Expanding the derivative of the state in the eigenbasis

Yes, given a differentiable $u$. Let a prime denote either partial derivative, and $E$ the band energy.

1. $\langle u,u\rangle=1$ gives $\langle u',u\rangle+\langle u,u'\rangle=0$, so $\langle u,u'\rangle$ is imaginary.
2. Differentiating $E=\langle u,Hu\rangle$ gives $E'=\langle u,H'u\rangle+E(\langle u',u\rangle+\langle u,u'\rangle)=\langle u,H'u\rangle$.
3. Differentiating $Hu=Eu$ gives $H'u+Hu'=E'u+Eu'$. Projection on $\psi_m$, $m\ne n$, leaves $(\varepsilon_n-\varepsilon_m)\langle\psi_m,u'\rangle=\langle\psi_m,H'\psi_n\rangle$.
4. Conjugating the $x$ version and multiplying by the $y$ version gives $\overline{\langle\psi_m,u_x\rangle}\langle\psi_m,u_y\rangle=w_m/(\varepsilon_n-\varepsilon_m)^2$.
5. By completeness, these products sum over all $m$ to $\langle u_x,u_y\rangle$. The $n$ term is a product of two imaginary numbers, hence real, and drops out of the imaginary part.
6. Inserting $H-\varepsilon_n$ multiplies each term by $\varepsilon_m-\varepsilon_n$. This removes the $n$ term entirely, so the second identity holds even without $\mathrm{Im}$.

## How the Lean statement encodes the band

The finite type `ι` labels both basis functions and eigenstates, and `star a ⬝ᵥ b` is $\langle a,b\rangle$. The hypotheses `hx` and `hy` say that `u` is a normalized eigenvector along the two coordinate lines through the point, with entrywise derivatives there. `hb` supplies the eigenbasis, `hn` identifies $\psi_n$ with $u$, and `hgap` is nondegeneracy. `weight Hx Hy ψ n m` is $w_m$.

The existence of a differentiable $u$ is assumed; differentiability of the energy is proved. Conventional prefactors are left out. For a finite, non-interacting Bloch model in an orthonormal basis, with $x,y=k_x,k_y$, one diagonalization and the derivatives of $H$ give the curvature and moment of the coefficient vector $u$ wherever the band is nondegenerate. If the cell-periodic basis functions themselves depend on $k$, their derivatives can add terms that these sums do not contain.

```lean
import Mathlib

open Matrix

namespace OrbitalMoment

noncomputable section

variable {ι : Type*} [Fintype ι]

/-- A normalized eigenvector `u` with energy `E` of a Hermitian family `H` along one parameter,
with entrywise derivatives `H'` and `u'` at the parameter value `t`. -/
structure IsSmoothBand (H : ℝ → Matrix ι ι ℂ) (E : ℝ → ℝ) (u : ℝ → ι → ℂ)
    (H' : Matrix ι ι ℂ) (u' : ι → ℂ) (t : ℝ) : Prop where
  hermitian : ∀ s, (H s).IsHermitian
  eigen : ∀ s, H s *ᵥ u s = (E s : ℂ) • u s
  normalized : ∀ s, star (u s) ⬝ᵥ u s = 1
  deriv_H : ∀ i j, HasDerivAt (fun s => H s i j) (H' i j) t
  deriv_u : ∀ i, HasDerivAt (fun s => u s i) (u' i) t

/-- An orthonormal basis `ψ` of eigenvectors of `H` with energies `ε`. -/
structure IsEigenbasis [DecidableEq ι] (H : Matrix ι ι ℂ) (ε : ι → ℝ) (ψ : ι → ι → ℂ) :
    Prop where
  orthonormal : ∀ m l, star (ψ m) ⬝ᵥ ψ l = if m = l then 1 else 0
  eigen : ∀ m, H *ᵥ ψ m = (ε m : ℂ) • ψ m

/-- The product `⟨n, A m⟩⟨m, B n⟩` of matrix elements between the states `n` and `m`. -/
def weight (A B : Matrix ι ι ℂ) (ψ : ι → ι → ℂ) (n m : ι) : ℂ :=
  (star (ψ n) ⬝ᵥ (A *ᵥ ψ m)) * (star (ψ m) ⬝ᵥ (B *ᵥ ψ n))

/-- Complex conjugation exchanges the two states of an inner product. -/
lemma star_dot (a b : ι → ℂ) : star (star a ⬝ᵥ b) = star b ⬝ᵥ a := by
  simp only [dotProduct, star_sum, star_mul', star_star, Pi.star_apply]
  exact Finset.sum_congr rfl fun i _ => mul_comm _ _

/-- Complex conjugation exchanges the two states of a Hermitian matrix element. -/
lemma herm_swap {A : Matrix ι ι ℂ} (hA : A.IsHermitian) (a b : ι → ℂ) :
    star (star a ⬝ᵥ (A *ᵥ b)) = star b ⬝ᵥ (A *ᵥ a) := by
  rw [star_dot, Matrix.star_mulVec, hA.eq, ← Matrix.dotProduct_mulVec]

/-- A Hermitian matrix acts to the left on its eigenvector by the energy. -/
lemma eigen_left {A : Matrix ι ι ℂ} (hA : A.IsHermitian) {a : ι → ℂ} {e : ℝ}
    (h : A *ᵥ a = (e : ℂ) • a) (b : ι → ℂ) :
    star a ⬝ᵥ (A *ᵥ b) = e * (star a ⬝ᵥ b) := by
  rw [← herm_swap hA b a, h, dotProduct_smul, smul_eq_mul, star_mul', star_dot,
    Complex.star_def, Complex.conj_ofReal]

/-- The product rule for the dot product of two parameter-dependent vectors. -/
lemma deriv_dot {a b : ℝ → ι → ℂ} {a' b' : ι → ℂ} {t : ℝ}
    (ha : ∀ i, HasDerivAt (fun s => a s i) (a' i) t)
    (hb : ∀ i, HasDerivAt (fun s => b s i) (b' i) t) :
    HasDerivAt (fun s => a s ⬝ᵥ b s) (a' ⬝ᵥ b t + a t ⬝ᵥ b') t := by
  have h : HasDerivAt (fun s => ∑ i, a s i * b s i)
      (∑ i, (a' i * b t i + a t i * b' i)) t :=
    HasDerivAt.fun_sum fun i _ => (ha i).fun_mul (hb i)
  rw [Finset.sum_add_distrib] at h
  exact h

section Band

variable {H : ℝ → Matrix ι ι ℂ} {E : ℝ → ℝ} {u : ℝ → ι → ℂ} {H' : Matrix ι ι ℂ}
  {u' : ι → ℂ} {t : ℝ}

/-- The parameter derivative of a Hermitian family is Hermitian. -/
lemma IsSmoothBand.deriv_hermitian (h : IsSmoothBand H E u H' u' t) : H'.IsHermitian := by
  refine Matrix.IsHermitian.ext fun i j => ?_
  have h1 : HasDerivAt (fun s => star (H s j i)) (star (H' j i)) t := (h.deriv_H j i).star
  have h2 : (fun s => star (H s j i)) = fun s => H s i j :=
    funext fun s => (h.hermitian s).apply i j
  rw [h2] at h1
  exact h1.unique (h.deriv_H i j)

/-- Normalization makes the sum of `⟨u', u⟩` and `⟨u, u'⟩` vanish. -/
lemma IsSmoothBand.norm_deriv (h : IsSmoothBand H E u H' u' t) :
    star u' ⬝ᵥ u t + star (u t) ⬝ᵥ u' = 0 := by
  have h1 := deriv_dot (a := fun s => star (u s)) (a' := star u') (b := u) (b' := u')
    (fun i => (h.deriv_u i).star) h.deriv_u
  have h2 : (fun s => star (u s) ⬝ᵥ u s) = fun _ => (1 : ℂ) := funext h.normalized
  rw [h2] at h1
  exact h1.unique (hasDerivAt_const t 1)

/-- The inner product `⟨u, u'⟩` is purely imaginary. -/
lemma IsSmoothBand.connection_re (h : IsSmoothBand H E u H' u' t) :
    (star (u t) ⬝ᵥ u').re = 0 := by
  have h1 := congrArg Complex.re h.norm_deriv
  rw [← star_dot (u t) u', Complex.add_re, Complex.star_def, Complex.conj_re,
    Complex.zero_re] at h1
  linarith

/-- The product rule for the vector `H u`. -/
lemma IsSmoothBand.deriv_Hu (h : IsSmoothBand H E u H' u' t) (i : ι) :
    HasDerivAt (fun s => (H s *ᵥ u s) i) ((H' *ᵥ u t + H t *ᵥ u') i) t :=
  deriv_dot (a := fun s => H s i) (a' := H' i) (b := u) (b' := u') (h.deriv_H i) h.deriv_u

/-- Hellmann–Feynman theorem: the band energy is differentiable with slope `⟨u, H' u⟩`. -/
theorem IsSmoothBand.hellmann_feynman (h : IsSmoothBand H E u H' u' t) :
    HasDerivAt (fun s => (E s : ℂ)) (star (u t) ⬝ᵥ (H' *ᵥ u t)) t := by
  have hE : (fun s => (E s : ℂ)) = fun s => star (u s) ⬝ᵥ (H s *ᵥ u s) := by
    funext s
    rw [h.eigen, dotProduct_smul, h.normalized, smul_eq_mul, mul_one]
  have key : star u' ⬝ᵥ (H t *ᵥ u t) + star (u t) ⬝ᵥ (H' *ᵥ u t + H t *ᵥ u')
      = star (u t) ⬝ᵥ (H' *ᵥ u t) := by
    rw [dotProduct_add, eigen_left (h.hermitian t) (h.eigen t), h.eigen t, dotProduct_smul,
      smul_eq_mul]
    linear_combination (E t : ℂ) * h.norm_deriv
  rw [hE]
  exact (deriv_dot (a := fun s => star (u s)) (a' := star u') (b := fun s => H s *ᵥ u s)
    (b' := H' *ᵥ u t + H t *ᵥ u') (fun i => (h.deriv_u i).star) h.deriv_Hu).congr_deriv key

/-- The eigenvalue equation differentiated once with respect to the parameter. -/
theorem IsSmoothBand.deriv_eigen (h : IsSmoothBand H E u H' u' t) :
    H' *ᵥ u t + H t *ᵥ u' = (star (u t) ⬝ᵥ (H' *ᵥ u t)) • u t + (E t : ℂ) • u' := by
  ext i
  have h1 := h.deriv_Hu i
  have e : (fun s => (H s *ᵥ u s) i) = fun s => (E s : ℂ) * u s i := by
    funext s
    rw [h.eigen s]
    rfl
  rw [e] at h1
  exact h1.unique (h.hellmann_feynman.fun_mul (h.deriv_u i))

variable [DecidableEq ι] {ε : ι → ℝ} {ψ : ι → ι → ℂ} {n m : ι}

/-- The component of `u'` along another state `m`, times the energy difference, is the matrix
element of `H'` between `m` and `n`. -/
theorem IsSmoothBand.interband (h : IsSmoothBand H E u H' u' t)
    (hb : IsEigenbasis (H t) ε ψ) (hn : ψ n = u t) (hm : m ≠ n) :
    ((ε n : ℂ) - ε m) * (star (ψ m) ⬝ᵥ u') = star (ψ m) ⬝ᵥ (H' *ᵥ ψ n) := by
  -- the band energy at `t` is the level `ε n`
  have hE := hb.eigen n
  rw [hn, h.eigen t] at hE
  have hE' := congrArg (fun v => star (u t) ⬝ᵥ v) hE
  simp only [dotProduct_smul, h.normalized, smul_eq_mul, mul_one] at hE'
  -- project the differentiated eigenvalue equation on `ψ m`
  have s := congrArg (fun v => star (ψ m) ⬝ᵥ v) h.deriv_eigen
  simp only [dotProduct_add, dotProduct_smul, smul_eq_mul] at s
  rw [eigen_left (h.hermitian t) (hb.eigen m), hE', ← hn, hb.orthonormal m n, if_neg hm] at s
  linear_combination -s

/-- Completeness: an inner product is the sum over the components in the eigenbasis. -/
lemma IsEigenbasis.completeness {A : Matrix ι ι ℂ} (hb : IsEigenbasis A ε ψ) (a b : ι → ℂ) :
    ∑ m, star (star (ψ m) ⬝ᵥ a) * (star (ψ m) ⬝ᵥ b) = star a ⬝ᵥ b := by
  let U : Matrix ι ι ℂ := fun i m => ψ m i
  have hU : Uᴴ * U = 1 := by
    ext m l
    rw [Matrix.one_apply]
    exact hb.orthonormal m l
  have hU' : U * Uᴴ = 1 := mul_eq_one_comm.mp hU
  change star (Uᴴ *ᵥ a) ⬝ᵥ (Uᴴ *ᵥ b) = _
  rw [Matrix.star_mulVec, Matrix.conjTranspose_conjTranspose, ← Matrix.dotProduct_mulVec,
    Matrix.mulVec_mulVec, hU', Matrix.one_mulVec]

end Band

section TwoParameters

variable [DecidableEq ι] {H : ℝ → ℝ → Matrix ι ι ℂ} {E : ℝ → ℝ → ℝ} {u : ℝ → ℝ → ι → ℂ}
  {Hx Hy : Matrix ι ι ℂ} {ux uy : ι → ℂ} {x y : ℝ} {ε : ι → ℝ} {ψ : ι → ι → ℂ} {n : ι}

/-- The contribution of one state `m` to `⟨u_x, u_y⟩`. -/
lemma interband_product
    (hx : IsSmoothBand (fun s => H s y) (fun s => E s y) (fun s => u s y) Hx ux x)
    (hy : IsSmoothBand (fun s => H x s) (fun s => E x s) (fun s => u x s) Hy uy y)
    (hb : IsEigenbasis (H x y) ε ψ) (hn : ψ n = u x y) {m : ι} (hm : m ≠ n)
    (hgap : ε m ≠ ε n) :
    star (star (ψ m) ⬝ᵥ ux) * (star (ψ m) ⬝ᵥ uy)
      = weight Hx Hy ψ n m / ((ε n : ℂ) - ε m) ^ 2 := by
  have hne : (ε n : ℂ) - ε m ≠ 0 := sub_ne_zero.mpr (by exact_mod_cast hgap.symm)
  have h1 : ((ε n : ℂ) - ε m) * star (star (ψ m) ⬝ᵥ ux) = star (ψ n) ⬝ᵥ (Hx *ᵥ ψ m) := by
    rw [← herm_swap hx.deriv_hermitian (ψ m) (ψ n), ← hx.interband hb hn hm]
    simp only [star_mul', star_sub, Complex.star_def, Complex.conj_ofReal]
  have h2 := hy.interband hb hn hm
  rw [eq_div_iff (pow_ne_zero 2 hne), weight, ← h1, ← h2]
  ring

/-- Sum over states for the complex matrix element `⟨u_x, (H - ε n) u_y⟩`. -/
theorem moment_sum
    (hx : IsSmoothBand (fun s => H s y) (fun s => E s y) (fun s => u s y) Hx ux x)
    (hy : IsSmoothBand (fun s => H x s) (fun s => E x s) (fun s => u x s) Hy uy y)
    (hb : IsEigenbasis (H x y) ε ψ) (hn : ψ n = u x y) (hgap : ∀ m, m ≠ n → ε m ≠ ε n) :
    star ux ⬝ᵥ (H x y *ᵥ uy - (ε n : ℂ) • uy)
      = ∑ m ∈ Finset.univ.erase n, weight Hx Hy ψ n m / ((ε m : ℂ) - ε n) := by
  have key : ∀ m, star (ψ m) ⬝ᵥ (H x y *ᵥ uy - (ε n : ℂ) • uy)
      = ((ε m : ℂ) - ε n) * (star (ψ m) ⬝ᵥ uy) := by
    intro m
    rw [dotProduct_sub, dotProduct_smul, eigen_left (hx.hermitian x) (hb.eigen m), smul_eq_mul]
    ring
  rw [← hb.completeness, ← Finset.add_sum_erase _ _ (Finset.mem_univ n)]
  -- the state `n` itself drops out
  rw [key n, sub_self, zero_mul, mul_zero, zero_add]
  refine Finset.sum_congr rfl fun m hm => ?_
  have hm' := Finset.ne_of_mem_erase hm
  have hne : (ε m : ℂ) - ε n ≠ 0 := sub_ne_zero.mpr (by exact_mod_cast hgap m hm')
  have p := interband_product hx hy hb hn hm' (hgap m hm')
  rw [show ((ε n : ℂ) - ε m) ^ 2 = ((ε m : ℂ) - ε n) ^ 2 by ring] at p
  rw [key m, mul_left_comm, p]
  field_simp

/-- Sums over states for `Im ⟨u_x, u_y⟩` (Berry curvature) and `Im ⟨u_x, (H - ε n) u_y⟩`
(orbital moment) of a nondegenerate band, both without their conventional prefactors. -/
theorem curvature_and_moment
    (hx : IsSmoothBand (fun s => H s y) (fun s => E s y) (fun s => u s y) Hx ux x)
    (hy : IsSmoothBand (fun s => H x s) (fun s => E x s) (fun s => u x s) Hy uy y)
    (hb : IsEigenbasis (H x y) ε ψ) (hn : ψ n = u x y) (hgap : ∀ m, m ≠ n → ε m ≠ ε n) :
    (star ux ⬝ᵥ uy).im
      = (∑ m ∈ Finset.univ.erase n, weight Hx Hy ψ n m / ((ε n : ℂ) - ε m) ^ 2).im ∧
    (star ux ⬝ᵥ (H x y *ᵥ uy - (ε n : ℂ) • uy)).im
      = (∑ m ∈ Finset.univ.erase n, weight Hx Hy ψ n m / ((ε m : ℂ) - ε n)).im := by
  refine ⟨?_, congrArg Complex.im (moment_sum hx hy hb hn hgap)⟩
  have im0 : ∀ z w : ℂ, z.re = 0 → w.re = 0 → (star z * w).im = 0 := by
    intro z w hz hw
    simp [Complex.mul_im, hz, hw]
  -- the state `n` contributes a product of two imaginary numbers, which is real
  have h0 : (star (star (ψ n) ⬝ᵥ ux) * (star (ψ n) ⬝ᵥ uy)).im = 0 := by
    rw [hn]
    exact im0 _ _ hx.connection_re hy.connection_re
  rw [← hb.completeness, ← Finset.add_sum_erase _ _ (Finset.mem_univ n), Complex.add_im, h0,
    zero_add]
  refine congrArg Complex.im (Finset.sum_congr rfl fun m hm => ?_)
  have hm' := Finset.ne_of_mem_erase hm
  exact interband_product hx hy hb hn hm' (hgap m hm')

/-- If all other levels share one energy `e`, the orbital moment `Im ⟨u_x, (H - ε n) u_y⟩` is
`e - ε n` times the curvature `Im ⟨u_x, u_y⟩`. -/
theorem moment_eq_gap_mul_curvature
    (hx : IsSmoothBand (fun s => H s y) (fun s => E s y) (fun s => u s y) Hx ux x)
    (hy : IsSmoothBand (fun s => H x s) (fun s => E x s) (fun s => u x s) Hy uy y)
    (hb : IsEigenbasis (H x y) ε ψ) (hn : ψ n = u x y) {e : ℝ} (he : e ≠ ε n)
    (hflat : ∀ m, m ≠ n → ε m = e) :
    (star ux ⬝ᵥ (H x y *ᵥ uy - (ε n : ℂ) • uy)).im = (e - ε n) * (star ux ⬝ᵥ uy).im := by
  obtain ⟨h1, h2⟩ := curvature_and_moment hx hy hb hn fun m hm => by rw [hflat m hm]; exact he
  have hne : (e : ℂ) - ε n ≠ 0 := sub_ne_zero.mpr (by exact_mod_cast he)
  rw [h1, h2, ← Complex.im_ofReal_mul, Finset.mul_sum]
  refine congrArg Complex.im (Finset.sum_congr rfl fun m hm => ?_)
  rw [hflat m (Finset.ne_of_mem_erase hm), Complex.ofReal_sub,
    show ((ε n : ℂ) - e) ^ 2 = ((e : ℂ) - ε n) ^ 2 by ring]
  field_simp

end TwoParameters

/-- The projector on the state `a`. -/
def proj (a : ι → ℂ) : Matrix ι ι ℂ := vecMulVec a (star a)

/-- The first-order change of the projector on `a` when `a` changes by `b`. -/
def projDeriv (a b : ι → ℂ) : Matrix ι ι ℂ := vecMulVec b (star a) + vecMulVec a (star b)

/-- The projector on `a` sends `b` to `⟨a, b⟩ a`. -/
lemma proj_mulVec (a b : ι → ℂ) : proj a *ᵥ b = (star a ⬝ᵥ b) • a := by
  ext i
  rw [Pi.smul_apply, smul_eq_mul, mul_comm]
  simp only [proj, Matrix.mulVec, dotProduct, Matrix.vecMulVec_apply, Finset.mul_sum, mul_assoc]

/-- A differentiable normalized state is a band of energy one of its own projector. -/
lemma proj_band {u : ℝ → ι → ℂ} {u' : ι → ℂ} {t : ℝ} (hu : ∀ s, star (u s) ⬝ᵥ u s = 1)
    (hd : ∀ i, HasDerivAt (fun s => u s i) (u' i) t) :
    IsSmoothBand (fun s => proj (u s)) (fun _ => 1) u (projDeriv (u t) u') u' t where
  hermitian s := Matrix.IsHermitian.ext fun i j => by
    simp [proj, Matrix.vecMulVec_apply, mul_comm]
  eigen s := by rw [proj_mulVec, hu, Complex.ofReal_one]
  normalized := hu
  deriv_H i j := (hd i).fun_mul (hd j).star
  deriv_u := hd

/-- The spin-1/2 state with polar angle `2x` and azimuth `y`. -/
def spinor (x y : ℝ) : Fin 2 → ℂ :=
  ![(Real.cos x : ℂ), (Real.sin x : ℂ) * Complex.exp (y * Complex.I)]

/-- The derivative of the spin-1/2 state with respect to `x`. -/
def spinorX (x y : ℝ) : Fin 2 → ℂ :=
  ![((-Real.sin x : ℝ) : ℂ), (Real.cos x : ℂ) * Complex.exp (y * Complex.I)]

/-- The derivative of the spin-1/2 state with respect to `y`. -/
def spinorY (x y : ℝ) : Fin 2 → ℂ :=
  ![0, (Real.sin x : ℂ) * (Complex.exp (y * Complex.I) * Complex.I)]

/-- The projector on the spin-1/2 state meets the hypotheses on the band and the eigenbasis, with
levels 1 and 0, and has `Im ⟨u_x, u_y⟩ = sin x cos x`. -/
theorem curvature_and_moment_witness (x y : ℝ) :
    IsSmoothBand (fun s => proj (spinor s y)) (fun _ => 1) (fun s => spinor s y)
      (projDeriv (spinor x y) (spinorX x y)) (spinorX x y) x ∧
    IsSmoothBand (fun s => proj (spinor x s)) (fun _ => 1) (fun s => spinor x s)
      (projDeriv (spinor x y) (spinorY x y)) (spinorY x y) y ∧
    IsEigenbasis (proj (spinor x y)) ![1, 0] ![spinor x y, spinorX x y] ∧
    (star (spinorX x y) ⬝ᵥ spinorY x y).im = Real.sin x * Real.cos x := by
  have hexp : ∀ b : ℝ, (starRingEnd ℂ) (Complex.exp (b * Complex.I))
      * Complex.exp (b * Complex.I) = 1 := by
    intro b
    rw [← Complex.exp_conj, ← Complex.exp_add]
    simp
  have hcs : ∀ a : ℝ, (Real.cos a : ℂ) ^ 2 + (Real.sin a : ℂ) ^ 2 = 1 := by
    intro a
    exact_mod_cast Real.cos_sq_add_sin_sq a
  have n00 : ∀ a b, star (spinor a b) ⬝ᵥ spinor a b = 1 := by
    intro a b
    simp only [spinor, dotProduct, Fin.sum_univ_two, Pi.star_apply, Matrix.cons_val_zero,
      Matrix.cons_val_one, Complex.star_def, Complex.conj_ofReal, map_mul]
    linear_combination hcs a + (Real.sin a : ℂ) ^ 2 * hexp b
  have n11 : star (spinorX x y) ⬝ᵥ spinorX x y = 1 := by
    simp only [spinorX, dotProduct, Fin.sum_univ_two, Pi.star_apply, Matrix.cons_val_zero,
      Matrix.cons_val_one, Complex.star_def, Complex.conj_ofReal, Complex.ofReal_neg,
      map_mul, map_neg]
    linear_combination hcs x + (Real.cos x : ℂ) ^ 2 * hexp y
  have n01 : star (spinor x y) ⬝ᵥ spinorX x y = 0 := by
    simp only [spinor, spinorX, dotProduct, Fin.sum_univ_two, Pi.star_apply,
      Matrix.cons_val_zero, Matrix.cons_val_one, Complex.star_def,
      Complex.conj_ofReal, Complex.ofReal_neg, map_mul]
    linear_combination (Real.sin x : ℂ) * (Real.cos x : ℂ) * hexp y
  have n10 : star (spinorX x y) ⬝ᵥ spinor x y = 0 := by
    rw [← star_dot, n01, star_zero]
  have hy0 : HasDerivAt (fun s : ℝ => (s : ℂ) * Complex.I) Complex.I y := by
    simpa using (hasDerivAt_id y).ofReal_comp.mul_const Complex.I
  refine ⟨proj_band (fun s => n00 s y) (Fin.forall_fin_two.2 ⟨?_, ?_⟩),
    proj_band (fun s => n00 x s) (Fin.forall_fin_two.2 ⟨?_, ?_⟩), ⟨?_, ?_⟩, ?_⟩
  · exact (Real.hasDerivAt_cos x).ofReal_comp
  · exact (Real.hasDerivAt_sin x).ofReal_comp.mul_const _
  · exact hasDerivAt_const y _
  · exact hy0.cexp.const_mul _
  · exact Fin.forall_fin_two.2
      ⟨Fin.forall_fin_two.2 ⟨n00 x y, n01⟩, Fin.forall_fin_two.2 ⟨n10, n11⟩⟩
  · refine Fin.forall_fin_two.2 ⟨?_, ?_⟩
    · change proj (spinor x y) *ᵥ spinor x y = ((1 : ℝ) : ℂ) • spinor x y
      rw [proj_mulVec, n00, Complex.ofReal_one]
    · change proj (spinor x y) *ᵥ spinorX x y = ((0 : ℝ) : ℂ) • spinorX x y
      rw [proj_mulVec, n01, Complex.ofReal_zero, zero_smul, zero_smul]
  · have h : star (spinorX x y) ⬝ᵥ spinorY x y
        = ((Real.sin x * Real.cos x : ℝ) : ℂ) * Complex.I := by
      simp only [spinorX, spinorY, dotProduct, Fin.sum_univ_two, Pi.star_apply,
        Matrix.cons_val_zero, Matrix.cons_val_one, Complex.star_def,
        Complex.conj_ofReal, Complex.ofReal_mul, map_mul]
      linear_combination (Real.sin x : ℂ) * (Real.cos x : ℂ) * Complex.I * hexp y
    rw [h, Complex.im_ofReal_mul, Complex.I_im, mul_one]

end

end OrbitalMoment
```

```lean
#print axioms OrbitalMoment.curvature_and_moment
#print axioms OrbitalMoment.moment_eq_gap_mul_curvature
```

```
'OrbitalMoment.curvature_and_moment' depends on axioms: [propext, Classical.choice, Quot.sound]
'OrbitalMoment.moment_eq_gap_mul_curvature' depends on axioms: [propext, Classical.choice, Quot.sound]
```

## From the product rule to the sums

`norm_deriv` and `connection_re` are step 1, `hellmann_feynman` is step 2, `deriv_eigen` and `interband` are step 3, and `interband_product` is step 4. `completeness` puts the eigenvectors into the columns of a square matrix $U$ and turns $U^\dagger U=1$ into $UU^\dagger=1$. `moment_sum` and `curvature_and_moment` then split off state $n$ with `Finset.add_sum_erase`. The earlier lemmas supply conjugation rules and the product rule.

The proof turns on `HasDerivAt.unique`: a function has at most one derivative at a point. In `deriv_eigen`, the components of $Hu$ are differentiated once as a matrix product and once as $Eu$, and `unique` equates the results.

`moment_eq_gap_mul_curvature` shows that if all other levels equal $e$, the moment is $e-\varepsilon_n$ times the curvature. `curvature_and_moment_witness` provides a spin-1/2 example with levels 1 and 0 and $\mathrm{Im}\langle u_x,u_y\rangle=\sin x\cos x$.

## A degenerate level breaks the curvature formula

Keep that spin state $u$, but replace its projector by the constant $2\times2$ identity matrix. Now $H_x=H_y=0$, so every $w_m$ vanishes, while $\mathrm{Im}\langle u_x,u_y\rangle=1/2$ at $x=\pi/4$. The term with $m\ne n$ is $0/0$, which Lean evaluates to 0. A constant $u$ is an equally valid eigenvector and has zero curvature, so here $H$ does not determine the answer.
